# A derivative Gaussian fitted by gradient descent is pushed away from its match when it starts too far off

Let $x$ be the swept magnetic field of a spectrum, measured from the centre of an absorption line. The width $\sigma>0$ and the displacement $d$ are in the same units as $x$.

```lean
import Mathlib

open Real Set MeasureTheory

namespace DerivativeSpectrumFit

noncomputable section
```

The absorption line is a Gaussian of unit height and standard deviation $\sigma$,
$$f(x)=e^{-x^2/(2\sigma^2)}.$$
In Lean it is `line σ`. The derivative spectrum is its exact derivative $f'$, written `deriv (line σ)`. This stands for first-harmonic detection in the limit of small field modulation.

```lean
/-- Gaussian absorption line of width `σ ≠ 0`, centred at zero and of unit height. -/
def line (σ x : ℝ) : ℝ := Real.exp (-x ^ 2 / (2 * σ ^ 2))
```

A recorded spectrum $g$ is compared with a model that has the right shape but sits at displacement $d$. The misfit is the squared $L^2$ distance
$$M_g(d)=\int_{-\infty}^{\infty}\bigl(g(x)-g(x-d)\bigr)^2\,dx .$$
It vanishes at $d=0$, the correct position.

```lean
/-- Squared L2 distance between a spectrum `g` and its copy displaced by `d`. -/
def misfit (g : ℝ → ℝ) (d : ℝ) : ℝ := ∫ x, (g x - g (x - d)) ^ 2
```

The displacement is the only fitted parameter. One descent step of size $\eta$ replaces $d$ by $d-\eta\,\partial_d M_g(d)$.

```lean
/-- One gradient-descent update of the displacement `d`, with step size `η`, on the misfit
of the spectrum `g`. -/
def gradientStep (g : ℝ → ℝ) (η d : ℝ) : ℝ := d - η * deriv (misfit g) d
```

Width and height are thus taken as known, and there is no noise, baseline or second line. The integral runs over the whole axis, not over a finite sweep or a grid of points.

## (a) Slope of a Gaussian

For $c\neq 0$, show that
$$\frac{d}{dx}\,e^{-x^2/c}=-\frac{2x}{c}\,e^{-x^2/c}.$$

The exponent $-x^2/c$ has derivative $-2x/c$, and the chain rule multiplies this by the exponential. The formula is needed twice: with $c=2\sigma^2$ for the line, and with $c=4\sigma^2$ for a factor that depends on $d$.

In Lean, `HasDerivAt` says that the function is differentiable at the point and has the given slope. The step `h` differentiates the exponent, and `h.exp` is the chain rule.

```lean
/-- The slope of the Gaussian `exp (-x² / c)` is `-2x / c` times the Gaussian. -/
theorem hasDerivAt_gauss (c x : ℝ) :
    HasDerivAt (fun y : ℝ => Real.exp (-y ^ 2 / c))
      (-(2 * x) / c * Real.exp (-x ^ 2 / c)) x := by
  have h : HasDerivAt (fun y : ℝ => -y ^ 2 / c) (-(2 * x) / c) x :=
    ((hasDerivAt_pow 2 x).fun_neg.div_const c).congr_deriv (by norm_num)
  exact h.exp.congr_deriv (by ring)
```

## (b) Product of two displaced lines

Show that
$$f(x)\,f(x-d)=e^{-d^2/(4\sigma^2)}\,f(x-d/2)^2 .$$

Completing the square about the midpoint gives
$$x^2+(x-d)^2=2\left(x-\tfrac d2\right)^2+\tfrac{d^2}{2}.$$
Division by $-2\sigma^2$ turns the left side into the exponent of the product. The right side becomes $-(x-d/2)^2/\sigma^2-d^2/(4\sigma^2)$, whose first term is the exponent of the squared line.

The proof merges the exponentials with `Real.exp_add`, reduces the claim to the exponents with `congr 1`, and leaves the square to `ring`.

```lean
/-- The product of two lines displaced by `d` is a squared line at the midpoint, damped by
a Gaussian factor in `d`. -/
theorem line_mul_line (σ x d : ℝ) :
    line σ x * line σ (x - d)
      = Real.exp (-d ^ 2 / (4 * σ ^ 2)) * line σ (x - d / 2) ^ 2 := by
  rw [pow_two (line σ (x - d / 2))]
  simp only [line, ← Real.exp_add]
  congr 1
  ring
```

## (c) Two moments of the squared line

Show that $f^2$ and $x^2f^2$ are integrable, with
$$\int f^2\,dx=\sigma\sqrt\pi,\qquad \int x^2f^2\,dx=\frac{\sigma^3\sqrt\pi}{2}.$$

Since $f^2=e^{-x^2/\sigma^2}$ is continuous and decays faster than any power of $|x|$ grows, both functions are integrable. The first integral is the standard Gaussian one. For the second, part (a) gives
$$\frac{d}{dx}\bigl(x f^2\bigr)=f^2-\frac{2}{\sigma^2}\,x^2f^2 .$$
The function $xf^2$ vanishes at both ends, so the right side integrates to zero. Hence $\int x^2f^2\,dx=\tfrac{\sigma^2}{2}\int f^2\,dx$.

In the code, `i0`, `i1` and `i2` are the integrability of $f^2$, $xf^2$ and $x^2f^2$, `m0` is the Gaussian integral and `hd` is the derivative above. The vanishing integral comes from `integral_eq_zero_of_hasDerivAt_of_integrable`, and `linear_combination` solves for the second moment.

```lean
/-- For `σ > 0` the squared line and its second moment are integrable, with integrals
`σ √π` and `σ³ √π / 2`. -/
theorem line_moments {σ : ℝ} (hσ : 0 < σ) :
    Integrable (fun x => line σ x ^ 2) ∧ Integrable (fun x => x ^ 2 * line σ x ^ 2) ∧
    ∫ x, line σ x ^ 2 = σ * √π ∧ ∫ x, x ^ 2 * line σ x ^ 2 = σ ^ 3 * √π / 2 := by
  have hb : 0 < 1 / σ ^ 2 := by positivity
  have e : ∀ x, line σ x ^ 2 = Real.exp (-(1 / σ ^ 2) * x ^ 2) := fun x => by
    rw [line, pow_two (Real.exp _), ← Real.exp_add]
    congr 1
    ring
  have i0 : Integrable (fun x => line σ x ^ 2) := by
    simpa only [e] using integrable_exp_neg_mul_sq hb
  have i1 : Integrable (fun x => x * line σ x ^ 2) := by
    simpa only [e] using integrable_mul_exp_neg_mul_sq hb
  have i2 : Integrable (fun x => x ^ 2 * line σ x ^ 2) := by
    have h := integrable_rpow_mul_exp_neg_mul_sq hb (s := 2) (by norm_num)
    simpa only [e, Real.rpow_two] using h
  have m0 : ∫ x, line σ x ^ 2 = σ * √π := by
    simp only [e]
    rw [integral_gaussian, div_div_eq_mul_div, div_one, mul_comm π,
      Real.sqrt_mul (sq_nonneg σ), Real.sqrt_sq hσ.le]
  refine ⟨i0, i2, m0, ?_⟩
  -- the derivative of `x * line²` integrates to zero
  have hd : ∀ x, HasDerivAt (fun y => y * line σ y ^ 2)
      (line σ x ^ 2 - 2 / σ ^ 2 * (x ^ 2 * line σ x ^ 2)) x := by
    intro x
    have hl : HasDerivAt (line σ) (-(2 * x) / (2 * σ ^ 2) * line σ x) x :=
      hasDerivAt_gauss (2 * σ ^ 2) x
    have h := hl.fun_mul hl
    simp only [← pow_two] at h
    exact ((hasDerivAt_id' x).fun_mul h).congr_deriv (by ring)
  have h := integral_eq_zero_of_hasDerivAt_of_integrable hd
    (i0.sub (i2.const_mul _)) i1
  rw [integral_sub i0 (i2.const_mul _), integral_const_mul, m0] at h
  have hs : σ ^ 2 * (2 / σ ^ 2) = 2 := by field_simp
  generalize (∫ x, x ^ 2 * line σ x ^ 2) = J at h ⊢
  linear_combination (-(σ ^ 2) / 2) * h - J / 2 * hs
```

## (d) Integrating displaced profiles

Let $p$ and $m$ be integrable, and let $c$ and $d$ be real. Show that
$$\int\bigl[p(x)+p(x-d)-c\,m(x-d/2)\bigr]dx=2\int p\,dx-c\int m\,dx .$$

Each term is integrable, so the integral splits into three. A shift of the variable removes each displacement.

The hypotheses `h1`, `h2` and `h3` justify the splitting, and `integral_sub_right_eq_self` is the shift.

```lean
/-- Displacing integrable profiles `p` and `m` does not change their integrals, so the two
copies of `p` and the midpoint overlap `m` can be integrated separately. -/
theorem integral_displaced {p m : ℝ → ℝ} (hp : Integrable p) (hm : Integrable m)
    (d c : ℝ) :
    ∫ x, (p x + p (x - d) - c * m (x - d / 2)) = 2 * (∫ x, p x) - c * ∫ x, m x := by
  have h1 : Integrable (fun x => p (x - d)) := hp.comp_sub_right d
  have h2 : Integrable (fun x => c * m (x - d / 2)) :=
    (hm.comp_sub_right (d / 2)).const_mul c
  have h3 : Integrable (fun x => p x + p (x - d)) := hp.add h1
  rw [integral_sub h3 h2, integral_add hp h1, integral_const_mul,
    integral_sub_right_eq_self p d, integral_sub_right_eq_self m (d / 2)]
  ring
```

## (e) Misfit of the absorption line

Show that
$$M_f(d)=2\sigma\sqrt\pi\,\bigl(1-E\bigr),\qquad E=e^{-d^2/(4\sigma^2)} .$$

Expand the square and use (b) for the cross term:
$$\bigl(f(x)-f(x-d)\bigr)^2=f(x)^2+f(x-d)^2-2E\,f(x-d/2)^2 .$$
Part (d) with $p=m=f^2$ and $c=2E$ gives $2\sigma\sqrt\pi-2E\sigma\sqrt\pi$.

The expansion is `key` in the proof.

```lean
/-- Closed form of the misfit of an absorption line of width `σ > 0`. -/
theorem misfit_line {σ : ℝ} (hσ : 0 < σ) (d : ℝ) :
    misfit (line σ) d = 2 * σ * √π * (1 - Real.exp (-d ^ 2 / (4 * σ ^ 2))) := by
  obtain ⟨i0, -, m0, -⟩ := line_moments hσ
  have key : ∀ x, (line σ x - line σ (x - d)) ^ 2 = line σ x ^ 2 + line σ (x - d) ^ 2
      - 2 * Real.exp (-d ^ 2 / (4 * σ ^ 2)) * line σ (x - d / 2) ^ 2 := fun x => by
    linear_combination -2 * line_mul_line σ x d
  simp only [misfit, key]
  refine (integral_displaced i0 i0 d (2 * Real.exp (-d ^ 2 / (4 * σ ^ 2)))).trans ?_
  simp only [m0]
  ring
```

## (f) Misfit of the derivative line

With the same $E$, show that
$$M_{f'}(d)=\frac{\sqrt\pi}{\sigma}\left[1-\left(1-\frac{d^2}{2\sigma^2}\right)E\right].$$

By (a), $f'(x)=-x f(x)/\sigma^2$. The cross term contains $x(x-d)=(x-d/2)^2-d^2/4$, so by (b)
$$f'(x)f'(x-d)=\frac{E}{\sigma^4}\left[\left(x-\tfrac d2\right)^2-\tfrac{d^2}{4}\right]f(x-d/2)^2 .$$
Now apply (d) with $p=x^2f^2$, $m=(x^2-d^2/4)f^2$ and $c=2E$, and insert the moments from (c):
$$M_{f'}(d)=\frac1{\sigma^4}\left[\sigma^3\sqrt\pi-2E\left(\frac{\sigma^3\sqrt\pi}{2}-\frac{d^2\sigma\sqrt\pi}{4}\right)\right],$$
which is the stated result.

Here `hd` is the formula for $f'$, `mm` is the integral of $m$, and `key` is the expanded square.

```lean
/-- Closed form of the misfit of the derivative of a line of width `σ > 0`. -/
theorem misfit_deriv_line {σ : ℝ} (hσ : 0 < σ) (d : ℝ) :
    misfit (deriv (line σ)) d
      = √π / σ * (1 - (1 - d ^ 2 / (2 * σ ^ 2)) * Real.exp (-d ^ 2 / (4 * σ ^ 2))) := by
  obtain ⟨i0, i2, m0, m2⟩ := line_moments hσ
  have hd : ∀ x, deriv (line σ) x = -(2 * x) / (2 * σ ^ 2) * line σ x := fun x =>
    (hasDerivAt_gauss (2 * σ ^ 2) x).deriv
  have im : Integrable (fun x => x ^ 2 * line σ x ^ 2 - d ^ 2 / 4 * line σ x ^ 2) :=
    i2.sub (i0.const_mul _)
  have mm : ∫ x, (x ^ 2 * line σ x ^ 2 - d ^ 2 / 4 * line σ x ^ 2)
      = σ ^ 3 * √π / 2 - d ^ 2 / 4 * (σ * √π) := by
    rw [integral_sub i2 (i0.const_mul _), integral_const_mul, m0, m2]
  -- about the midpoint the cross term is even, so only two moments are needed
  have key : ∀ x, (deriv (line σ) x - deriv (line σ) (x - d)) ^ 2
      = 1 / σ ^ 4 * (x ^ 2 * line σ x ^ 2 + (x - d) ^ 2 * line σ (x - d) ^ 2
        - 2 * Real.exp (-d ^ 2 / (4 * σ ^ 2)) * ((x - d / 2) ^ 2 * line σ (x - d / 2) ^ 2
          - d ^ 2 / 4 * line σ (x - d / 2) ^ 2)) := fun x => by
    rw [hd x, hd (x - d)]
    linear_combination (-2 * x * (x - d) / σ ^ 4) * line_mul_line σ x d
  simp only [misfit, key]
  rw [integral_const_mul]
  refine (congrArg (fun t => 1 / σ ^ 4 * t)
    (integral_displaced i2 im d (2 * Real.exp (-d ^ 2 / (4 * σ ^ 2))))).trans ?_
  simp only [m2, mm]
  generalize Real.exp (-d ^ 2 / (4 * σ ^ 2)) = E
  field_simp
  ring
```

## (g) Slopes of the two misfits

Show that
$$\partial_d M_f=\frac{\sqrt\pi\,d}{\sigma}\,E,\qquad
\partial_d M_{f'}=\frac{\sqrt\pi\,d\,(6\sigma^2-d^2)}{4\sigma^5}\,E .$$

Part (a) gives $\partial_dE=-\dfrac{d}{2\sigma^2}E$, and the first slope follows at once. For the second, the product rule gives
$$-\partial_d\left[\left(1-\frac{d^2}{2\sigma^2}\right)E\right]=\frac{d}{\sigma^2}E+\left(1-\frac{d^2}{2\sigma^2}\right)\frac{d}{2\sigma^2}E=\frac{d\,(6\sigma^2-d^2)}{4\sigma^4}E,$$
and the prefactor $\sqrt\pi/\sigma$ completes it.

The proof replaces both misfits by their closed forms, then differentiates using `hE` for the exponential and `hp` for the polynomial factor.

```lean
/-- Slopes of the two misfits with respect to the displacement, for width `σ > 0`. -/
theorem misfit_slopes {σ : ℝ} (hσ : 0 < σ) (d : ℝ) :
    HasDerivAt (misfit (line σ)) (√π * d / σ * Real.exp (-d ^ 2 / (4 * σ ^ 2))) d ∧
    HasDerivAt (misfit (deriv (line σ)))
      (√π * d * (6 * σ ^ 2 - d ^ 2) / (4 * σ ^ 5) * Real.exp (-d ^ 2 / (4 * σ ^ 2))) d := by
  have hE := hasDerivAt_gauss (4 * σ ^ 2) d
  have hp : HasDerivAt (fun y : ℝ => 1 - y ^ 2 / (2 * σ ^ 2)) (-(2 * d / (2 * σ ^ 2))) d :=
    (((hasDerivAt_pow 2 d).div_const (2 * σ ^ 2)).const_sub 1).congr_deriv (by norm_num)
  rw [funext (misfit_line hσ), funext (misfit_deriv_line hσ)]
  constructor
  · refine ((hE.const_sub 1).const_mul (2 * σ * √π)).congr_deriv ?_
    generalize Real.exp (-d ^ 2 / (4 * σ ^ 2)) = E
    field_simp
    ring
  · refine (((hp.fun_mul hE).const_sub 1).const_mul (√π / σ)).congr_deriv ?_
    generalize Real.exp (-d ^ 2 / (4 * σ ^ 2)) = E
    field_simp
    ring
```

## (h) Where the misfits rise and fall

Show that $M_f$ strictly increases on $[0,\infty)$, while
$$M_{f'}\ \text{strictly increases on}\ [0,\sqrt6\,\sigma]\ \text{and strictly decreases on}\ [\sqrt6\,\sigma,\infty).$$

The slope of $M_f$ is positive for every $d>0$. That of $M_{f'}$ has, for $d>0$, the sign of $6\sigma^2-d^2$. Continuity extends strict monotonicity to the endpoints, where a slope may vanish. For $f(x)=e^{-x^2/2}$ the turning point is $d=\sqrt6$.

The turning point comes from the two lobes of opposite sign in $f'$. Once $d>\sqrt2\,\sigma$, the overlap of the two copies is negative, and the misfit exceeds $\sqrt\pi/\sigma$, its value for copies infinitely far apart. It must therefore come down again at large $d$.

In Lean, `Ici` and `Icc` are the closed half-line and the closed interval. The lemmas `strictMonoOn_of_deriv_pos` and `strictAntiOn_of_deriv_neg` ask for continuity on the set and a sign of the slope in its interior. Both come from (g).

```lean
/-- For width `σ > 0` the misfit of the absorption line strictly increases with displacement
`d ≥ 0`, while that of the derivative line strictly increases from `0` to `√6 σ` and strictly
decreases afterwards. -/
theorem misfit_monotonicity {σ : ℝ} (hσ : 0 < σ) :
    StrictMonoOn (misfit (line σ)) (Ici 0) ∧
    StrictMonoOn (misfit (deriv (line σ))) (Icc 0 (√6 * σ)) ∧
    StrictAntiOn (misfit (deriv (line σ))) (Ici (√6 * σ)) := by
  have hπ : 0 < √π := Real.sqrt_pos.2 Real.pi_pos
  have h6 : (√6 * σ) ^ 2 = 6 * σ ^ 2 := by rw [mul_pow, Real.sq_sqrt (by norm_num)]
  have hr : 0 < √6 * σ := by positivity
  refine ⟨strictMonoOn_of_deriv_pos (convex_Ici 0)
      (fun x _ => (misfit_slopes hσ x).1.continuousAt.continuousWithinAt) ?_,
    strictMonoOn_of_deriv_pos (convex_Icc 0 _)
      (fun x _ => (misfit_slopes hσ x).2.continuousAt.continuousWithinAt) ?_,
    strictAntiOn_of_deriv_neg (convex_Ici _)
      (fun x _ => (misfit_slopes hσ x).2.continuousAt.continuousWithinAt) ?_⟩
  · intro x hx
    rw [interior_Ici] at hx
    have hx0 : 0 < x := hx
    rw [(misfit_slopes hσ x).1.deriv]
    positivity
  · intro x hx
    rw [interior_Icc] at hx
    have hlt := pow_lt_pow_left₀ hx.2 hx.1.le two_ne_zero
    have hs : 0 < 6 * σ ^ 2 - x ^ 2 := by linarith
    rw [(misfit_slopes hσ x).2.deriv]
    exact mul_pos (div_pos (mul_pos (mul_pos hπ hx.1) hs) (by positivity)) (Real.exp_pos _)
  · intro x hx
    rw [interior_Ici] at hx
    have hx0 : √6 * σ < x := hx
    have hlt := pow_lt_pow_left₀ hx0 hr.le two_ne_zero
    have hs : 6 * σ ^ 2 - x ^ 2 < 0 := by linarith
    rw [(misfit_slopes hσ x).2.deriv]
    exact mul_neg_of_neg_of_pos (div_neg_of_neg_of_pos
      (mul_neg_of_pos_of_neg (mul_pos hπ (hr.trans hx0)) hs) (by positivity)) (Real.exp_pos _)
```

## (i) One descent step from a distant start

Let $\eta>0$ and $d>\sqrt6\,\sigma$. Show that
$$d-\eta\,\partial_dM_f(d)<d<d-\eta\,\partial_dM_{f'}(d).$$

At such a $d$ the first slope is positive and the second negative. Subtracting $\eta$ times the slope therefore lowers $d$ when the absorption line is fitted and raises it when the derivative line is fitted. With no upper limit on $\eta$, the first step may overshoot the match at $d=0$; the second always leads away from it.

For least-squares simulation of continuous-wave electron paramagnetic resonance (EPR) spectra, this means that a gradient fit to the derivative needs a starting position within $\sqrt6\,\sigma$ of the line if it is to head towards it, in the one-parameter model of a single noise-free Gaussian of known width and height. Fitting the integrated spectrum removes this limit on the direction of the step in the same model. By (g), however, its slope is proportional to $d\,e^{-d^2/(4\sigma^2)}$, so with a given $\eta$ a very distant start hardly moves.

The two halves of the proof establish the sign of the slope as `h`, multiply it by $\eta$, and finish with `linarith`.

```lean
/-- From a displacement beyond `√6 σ`, with `σ > 0`, a gradient step of positive size lowers
the displacement when the absorption line is fitted and raises it when its derivative is. -/
theorem gradientStep_pushes_away {σ η d : ℝ} (hσ : 0 < σ) (hη : 0 < η)
    (hd : √6 * σ < d) :
    gradientStep (line σ) η d < d ∧ d < gradientStep (deriv (line σ)) η d := by
  have hr : 0 < √6 * σ := by positivity
  have hd0 : 0 < d := hr.trans hd
  have hπ : 0 < √π := Real.sqrt_pos.2 Real.pi_pos
  have h6 : (√6 * σ) ^ 2 = 6 * σ ^ 2 := by rw [mul_pow, Real.sq_sqrt (by norm_num)]
  have hlt := pow_lt_pow_left₀ hd hr.le two_ne_zero
  have hs : 6 * σ ^ 2 - d ^ 2 < 0 := by linarith
  constructor
  · have h : 0 < deriv (misfit (line σ)) d := by
      rw [(misfit_slopes hσ d).1.deriv]
      positivity
    have := mul_pos hη h
    unfold gradientStep
    linarith
  · have h : deriv (misfit (deriv (line σ))) d < 0 := by
      rw [(misfit_slopes hσ d).2.deriv]
      exact mul_neg_of_neg_of_pos (div_neg_of_neg_of_pos
        (mul_neg_of_pos_of_neg (mul_pos hπ hd0) hs) (by positivity)) (Real.exp_pos _)
    have := mul_neg_of_pos_of_neg hη h
    unfold gradientStep
    linarith

end

end DerivativeSpectrumFit
```

```lean
#print axioms DerivativeSpectrumFit.misfit_monotonicity
#print axioms DerivativeSpectrumFit.gradientStep_pushes_away
```

```
'DerivativeSpectrumFit.misfit_monotonicity' depends on axioms: [propext, Classical.choice, Quot.sound]
'DerivativeSpectrumFit.gradientStep_pushes_away' depends on axioms: [propext, Classical.choice, Quot.sound]
```
